# Normal ordering of J+^m J-^n from the ladder relations

## Operators as ring elements

The angular momentum component Jz, the raising operator J+ and the lowering operator J- are taken as elements of an arbitrary ring A, constrained only by their commutators, and not as matrices of a chosen spin. With ħ = 1 the constraints are

[Jz, J+] = J+, [Jz, J-] = -J-, [J+, J-] = 2Jz.

These are assumed, as the fields of `LadderRelations`. Complex matrix algebras are included; adjoints, a Casimir value and a dimension are not needed. For unbounded operators, a common invariant domain has to be supplied first.

## The ordered sum

Write H = 2Jz, let C(m,k) be the binomial coefficient, and define

F(X,k) = X(X-1)⋯(X-k+1), F(X,0) = 1,

K(H;m,n,k) = k! C(m,k) C(n,k) F(H-m-n+2k, k).

In Lean these are `falling` and `contraction`. For all natural numbers m and n, `normal_ordering` states

J+^m J-^n = Σ_{k=0..min(m,n)} J-^(n-k) K(H;m,n,k) J+^(m-k).

Lowering operators stand on the left, raising operators on the right, and k counts the contracted pairs. For m = n = 1 this is J+J- = J-J+ + 2Jz.

## Moving one J+ through

The first step is

J+ J-^r = J-^r J+ + r J-^(r-1) (H-r+1).

For r = 0 it is trivial, and for r = 1 it is the third commutator. Multiply by J- on the right and use H J- = J-(H-2). The terms without J+ become

J-^r [H + r(H-r-1)] = (r+1) J-^r (H-r),

which is the formula for r+1.

Also J+ H = (H-2) J+, so J+ shifts the argument of any polynomial in H by two. Hence J+ times the k-th term of the sum is

J-^(n-k) K(H-2;m,n,k) J+^(m+1-k) + (n-k) J-^(n-k-1) (H-n+k+1) K(H;m,n,k) J+^(m-k).

Now induct on m, starting from J-^n at m = 0, with the sum taken over k = 0..m; terms with k > n count as zero because C(n,k) = 0, and a term k = m+1 may be added because C(m,m+1) = 0. The first part of term k+1 and the second part of term k have the same outer powers, so the induction needs

K(H-2;m,n,k+1) + (n-k)(H-n+k+1) K(H;m,n,k) = K(H;m+1,n,k+1), k ≤ m.

For k ≥ n every term vanishes. For k < n put Y = H-m-n+2k and use

F(Y,k+1) = F(Y,k)(Y-k), F(Y+1,k+1) = (Y+1)F(Y,k), (n-k)C(n,k) = (k+1)C(n,k+1).

All terms share the factor (k+1)! C(n,k+1) F(Y,k). What remains is

C(m,k+1)(Y-k) + C(m,k)(Y+1+m-k) = [C(m,k+1) + C(m,k)](Y+1),

which holds because (m-k)C(m,k) = (k+1)C(m,k+1). Pascal's rule turns the bracket into C(m+1,k+1). The unpaired k = 0 term is J-^n J+^(m+1), as required. Terms with k > n vanish, which leaves the limit min(m,n).

## The Lean file

```lean
import Mathlib

open Finset

namespace LadderNormalOrdering

/-- The angular momentum ladder relations between `Jz`, `J+` and `J-`, in units with ħ = 1. -/
structure LadderRelations {A : Type*} [Ring A] (Jz Jp Jm : A) : Prop where
  z_plus : Jz * Jp - Jp * Jz = Jp
  z_minus : Jz * Jm - Jm * Jz = -Jm
  plus_minus : Jp * Jm - Jm * Jp = 2 * Jz

/-- The falling product `X (X - 1) ⋯ (X - k + 1)` of an operator `X`, with `k` factors. -/
def falling {A : Type*} [Ring A] (X : A) (k : ℕ) : A :=
  ((List.range k).map fun i : ℕ => X - (i : A)).prod

/-- The coefficient of the `k`-fold contraction of `m` raising with `n` lowering operators:
`k! C(m,k) C(n,k)` times the product over `i < k` of `H - m - n + 2k - i`. -/
def contraction {A : Type*} [Ring A] (H : A) (m n k : ℕ) : A :=
  (k.factorial * m.choose k * n.choose k) • falling (H - (m : A) - (n : A) + 2 * (k : A)) k

/-- A falling product is extended by one factor on the right. -/
theorem falling_succ {A : Type*} [Ring A] (X : A) (k : ℕ) :
    falling X (k + 1) = falling X k * (X - (k : A)) := by
  simp [falling, List.range_succ]

/-- An operator that turns `X` into `Y` on passing it does the same in falling products. -/
theorem falling_shift {A : Type*} [Ring A] {e X Y : A} (h : e * X = Y * e) (k : ℕ) :
    e * falling X k = falling Y k * e := by
  induction k with
  | zero => simp [falling]
  | succ k ih =>
    have s : e * (X - (k : A)) = (Y - (k : A)) * e := by
      rw [mul_sub, h, sub_mul, (Nat.cast_commute k e).eq]
    rw [falling_succ, falling_succ, ← mul_assoc, ih, mul_assoc, s, mul_assoc]

/-- The recursion in `m` of the contraction coefficients, for commuting quantities. -/
theorem contraction_recursion {R : Type*} [CommRing R] (H : R) (m n k : ℕ) (hm : k ≤ m) :
    contraction (H - 2) m n (k + 1)
      + (n - k) • ((H - ((n - (k + 1) : ℕ) : R)) * contraction H m n k)
      = contraction H (m + 1) n (k + 1) := by
  rcases Nat.lt_or_ge k n with hn | hn
  · obtain ⟨q, rfl⟩ := Nat.exists_eq_add_of_le hm
    obtain ⟨p, rfl⟩ : ∃ p, n = k + (p + 1) := ⟨n - k - 1, by omega⟩
    rw [show k + (p + 1) - k = p + 1 by omega, show k + (p + 1) - (k + 1) = p by omega]
    have e1 : H - 2 - ((k + q : ℕ) : R) - ((k + (p + 1) : ℕ) : R) + 2 * ((k + 1 : ℕ) : R)
        = H - q - p - 1 := by push_cast; ring
    have e2 : H - ((k + q : ℕ) : R) - ((k + (p + 1) : ℕ) : R) + 2 * (k : R)
        = H - q - p - 1 := by push_cast; ring
    have e3 : H - ((k + q + 1 : ℕ) : R) - ((k + (p + 1) : ℕ) : R) + 2 * ((k + 1 : ℕ) : R)
        = (H - q - p - 1) + 1 := by push_cast; ring
    have left : ∀ (X : R) (l : ℕ), falling (X + 1) (l + 1) = (X + 1) * falling X l := by
      intro X l
      induction l with
      | zero => simp [falling]
      | succ l ih =>
        rw [falling_succ (X + 1) (l + 1), ih, falling_succ X l]
        push_cast
        ring
    simp only [contraction]
    rw [e1, e2, e3, falling_succ, left]
    generalize falling (H - (q : R) - p - 1) k = F
    -- absorption identities for the two binomial coefficients
    have h1 := Nat.choose_succ_right_eq (k + q) k
    have h2 := Nat.choose_succ_right_eq (k + (p + 1)) k
    rw [Nat.add_sub_cancel_left] at h1 h2
    have c1 := congrArg (Nat.cast : ℕ → R) h1
    have c2 := congrArg (Nat.cast : ℕ → R) h2
    rw [Nat.choose_succ_succ' (k + q) k, Nat.factorial_succ]
    simp only [nsmul_eq_mul]
    push_cast at c1 c2 ⊢
    linear_combination
      (-((k.factorial : R) * F * ((k + q).choose k : R) * (H - p))) * c2
      - ((k.factorial : R) * F * (k + 1) * ((k + (p + 1)).choose (k + 1) : R)) * c1
  · have z1 : n.choose (k + 1) = 0 := Nat.choose_eq_zero_of_lt (by omega)
    have z2 : n - k = 0 := by omega
    simp only [contraction, z1, z2, mul_zero, zero_smul, add_zero]

/-- Multiplying an ordered product `J-^r F J+^s` by `J+` from the left gives two ordered terms,
if `F` becomes `G` when `J+` passes it. -/
theorem raise_ordered {A : Type*} [Ring A] {Jz Jp Jm : A} (h : LadderRelations Jz Jp Jm)
    {F G : A} (hF : Jp * F = G * Jp) (r s : ℕ) :
    Jp * (Jm ^ r * F * Jp ^ s) = Jm ^ r * G * Jp ^ (s + 1)
      + r • (Jm ^ (r - 1) * ((2 * Jz - ((r - 1 : ℕ) : A)) * F) * Jp ^ s) := by
  have hpm : Jp * Jm = Jm * Jp + 2 * Jz := by
    rw [← h.plus_minus]; abel
  have hzm : Jz * Jm = Jm * Jz - Jm := by
    rw [sub_eq_add_neg, ← h.z_minus]; abel
  -- `J+` passes the lowering operators
  have pass : ∀ p : ℕ, Jp * Jm ^ (p + 1)
      = Jm ^ (p + 1) * Jp + (p + 1) • (Jm ^ p * (2 * Jz - (p : A))) := by
    intro p
    induction p with
    | zero => simp [hpm]
    | succ p ih =>
      have w : (2 * Jz - (p : A)) * Jm = Jm * (2 * Jz - 2 - (p : A)) := by
        rw [sub_mul, mul_assoc, hzm, (Nat.cast_commute p Jm).eq]
        noncomm_ring
      have c : 2 * Jz + (p + 1) • (2 * Jz - 2 - (p : A))
          = (p + 1 + 1) • (2 * Jz - ((p + 1 : ℕ) : A)) := by
        simp only [nsmul_eq_mul]
        push_cast
        noncomm_ring
      calc Jp * Jm ^ (p + 1 + 1) = (Jp * Jm ^ (p + 1)) * Jm := by
            rw [pow_succ Jm (p + 1), mul_assoc]
        _ = Jm ^ (p + 1) * (Jp * Jm) + (p + 1) • (Jm ^ p * ((2 * Jz - (p : A)) * Jm)) := by
            rw [ih]; simp only [add_mul, smul_mul_assoc, mul_assoc]
        _ = Jm ^ (p + 1 + 1) * Jp
            + Jm ^ (p + 1) * (2 * Jz + (p + 1) • (2 * Jz - 2 - (p : A))) := by
            rw [hpm, w, pow_succ Jm (p + 1), pow_succ Jm p]
            simp only [mul_add, mul_smul_comm, mul_assoc, add_assoc]
        _ = _ := by rw [c, mul_smul_comm]
  have pass' : Jp * Jm ^ r
      = Jm ^ r * Jp + r • (Jm ^ (r - 1) * (2 * Jz - ((r - 1 : ℕ) : A))) := by
    cases r with
    | zero => simp
    | succ p => simpa only [Nat.add_sub_cancel] using pass p
  calc Jp * (Jm ^ r * F * Jp ^ s) = (Jp * Jm ^ r) * F * Jp ^ s := by simp only [mul_assoc]
    _ = Jm ^ r * (Jp * F) * Jp ^ s
        + r • (Jm ^ (r - 1) * ((2 * Jz - ((r - 1 : ℕ) : A)) * F) * Jp ^ s) := by
        rw [pass']; simp only [add_mul, smul_mul_assoc, mul_assoc]
    _ = _ := by rw [hF, pow_succ' Jp s]; simp only [mul_assoc]

/-- Normal ordering of ladder powers: `J+^m J-^n` is a sum of terms with all lowering operators
on the left, all raising operators on the right and a polynomial in `Jz` between them. -/
theorem normal_ordering {A : Type*} [Ring A] {Jz Jp Jm : A} (h : LadderRelations Jz Jp Jm)
    (m n : ℕ) :
    Jp ^ m * Jm ^ n = ∑ k ∈ range (min m n + 1),
      Jm ^ (n - k) * contraction (2 * Jz) m n k * Jp ^ (m - k) := by
  have full : Jp ^ m * Jm ^ n = ∑ k ∈ range (m + 1),
      Jm ^ (n - k) * contraction (2 * Jz) m n k * Jp ^ (m - k) := by
    induction m with
    | zero => simp [contraction, falling]
    | succ m ih =>
      obtain ⟨U, hU⟩ : ∃ U : ℕ → A, ∀ k, U k = Jm ^ (n - k)
          * contraction (2 * Jz - 2) m n k * Jp ^ (m + 1 - k) := ⟨_, fun _ => rfl⟩
      obtain ⟨V, hV⟩ : ∃ V : ℕ → A, ∀ k, V k = (n - k) • (Jm ^ (n - (k + 1))
          * ((2 * Jz - ((n - (k + 1) : ℕ) : A)) * contraction (2 * Jz) m n k)
          * Jp ^ (m - k)) := ⟨_, fun _ => rfl⟩
      -- each old term splits into a passed part `U` and a contracted part `V`
      have split : ∀ k ∈ range (m + 1), Jp * (Jm ^ (n - k)
          * contraction (2 * Jz) m n k * Jp ^ (m - k)) = U k + V k := by
        intro k hk
        have hk' : m + 1 - k = m - k + 1 := by
          have := mem_range.mp hk
          omega
        have hz : Jp * Jz = Jz * Jp - Jp := by
          nth_rewrite 3 [← h.z_plus]
          abel
        have hX : Jp * (2 * Jz - (m : A) - (n : A) + 2 * (k : A))
            = (2 * Jz - 2 - (m : A) - (n : A) + 2 * (k : A)) * Jp := by
          simp only [two_mul, mul_add, mul_sub, add_mul, sub_mul, hz,
            (Nat.cast_commute m Jp).eq, (Nat.cast_commute n Jp).eq,
            (Nat.cast_commute k Jp).eq]
          noncomm_ring
        have hC : Jp * contraction (2 * Jz) m n k
            = contraction (2 * Jz - 2) m n k * Jp := by
          simp only [contraction]
          rw [mul_smul_comm, falling_shift hX, smul_mul_assoc]
        rw [raise_ordered h hC, hU, hV, hk', Nat.sub_sub]
      have last : U (m + 1) = 0 := by
        rw [hU]
        simp [contraction]
      have extend : ∑ k ∈ range (m + 1), U k = ∑ k ∈ range (m + 1), U (k + 1) + U 0 := by
        rw [← sum_range_succ' U (m + 1), sum_range_succ U (m + 1), last, add_zero]
      rw [pow_succ', mul_assoc, ih, mul_sum, sum_congr rfl split, sum_add_distrib, extend,
        sum_range_succ' _ (m + 1), add_right_comm, ← sum_add_distrib]
      congr 1
      · refine sum_congr rfl fun k hk => ?_
        -- evaluate the polynomial recursion at the operator `2 Jz`
        let φ : Polynomial ℤ →ₐ[ℤ] A := Polynomial.aeval (2 * Jz)
        have hφ : φ Polynomial.X = 2 * Jz := Polynomial.aeval_X _
        have hmap : ∀ (X : Polynomial ℤ) (l : ℕ), φ (falling X l) = falling (φ X) l := by
          intro X l
          induction l with
          | zero => simp [falling]
          | succ l ih => rw [falling_succ, falling_succ, map_mul, ih, map_sub, map_natCast]
        have hcon : ∀ (X : Polynomial ℤ) (a b l : ℕ),
            φ (contraction X a b l) = contraction (φ X) a b l := by
          intro X a b l
          simp only [contraction, map_nsmul, hmap, map_add, map_sub, map_mul, map_natCast,
            map_ofNat]
        have key := congrArg φ (contraction_recursion Polynomial.X m n k
          (Nat.lt_succ_iff.mp (mem_range.mp hk)))
        simp only [map_add, map_nsmul, map_mul, map_sub, map_natCast, map_ofNat, hcon,
          hφ] at key
        rw [hU, hV, Nat.add_sub_add_right, ← key]
        simp only [mul_add, add_mul, mul_smul_comm, smul_mul_assoc]
      · rw [hU]
        simp [contraction, falling]
  rw [full]
  symm
  apply sum_subset
  · intro k hk
    simp only [mem_range] at hk ⊢
    omega
  · intro k hk hk'
    simp only [mem_range] at hk hk'
    simp [contraction, Nat.choose_eq_zero_of_lt (show n < k by omega)]

/-- In front of an operator `w` with `J+ w = 0`, only the fully contracted term of `J+^m J-^n`
survives when `m ≤ n`. -/
theorem fully_contracted {A : Type*} [Ring A] {Jz Jp Jm : A} (h : LadderRelations Jz Jp Jm)
    {w : A} (hw : Jp * w = 0) {m n : ℕ} (hmn : m ≤ n) :
    Jp ^ m * Jm ^ n * w = Jm ^ (n - m) * contraction (2 * Jz) m n m * w := by
  rw [normal_ordering h, min_eq_left hmn, sum_range_succ, add_mul, sum_mul, sum_eq_zero,
    zero_add, Nat.sub_self, pow_zero, mul_one]
  intro k hk
  obtain ⟨d, hd⟩ : ∃ d, m - k = d + 1 := ⟨m - k - 1, by
    have := mem_range.mp hk
    omega⟩
  rw [hd, pow_succ]
  simp only [mul_assoc, hw, mul_zero]

/-- The spin-1/2 matrices satisfy the ladder relations. -/
theorem ladderRelations_witness :
    LadderRelations (!![1 / 2, 0; 0, -1 / 2] : Matrix (Fin 2) (Fin 2) ℂ)
      !![0, 1; 0, 0] !![0, 0; 1, 0] := by
  constructor
  · ext i j
    fin_cases i <;> fin_cases j <;> norm_num [Matrix.mul_apply, Fin.sum_univ_succ]
  · ext i j
    fin_cases i <;> fin_cases j <;> norm_num [Matrix.mul_apply, Fin.sum_univ_succ]
  · rw [two_mul]
    ext i j
    fin_cases i <;> fin_cases j <;> norm_num [Matrix.mul_apply, Fin.sum_univ_succ]

end LadderNormalOrdering
```

```lean
#print axioms LadderNormalOrdering.normal_ordering
#print axioms LadderNormalOrdering.fully_contracted
```

```
'LadderNormalOrdering.normal_ordering' depends on axioms: [propext, Classical.choice, Quot.sound]
'LadderNormalOrdering.fully_contracted' depends on axioms: [propext, Classical.choice, Quot.sound]
```

## How the induction is assembled

`raise_ordered` moves J+ through an ordered monomial, and `falling_shift` supplies the shift by two. In `normal_ordering`, `U` and `V` are the passed and contracted parts; `sum_range_succ'` shifts the index of `U` so that neighbours pair up. `contraction_recursion` is the identity for K, closed by `linear_combination` from the two binomial relations.

`fully_contracted` takes a ring element w with J+ w = 0 and m ≤ n, and keeps only k = m. `ladderRelations_witness` verifies the relations for the spin-1/2 matrices.

## Borrowing commutative algebra

The recursion is proved in a commutative ring, where `ring` and `linear_combination` work, but A need not be commutative. The bridge is `Polynomial.aeval (2 * Jz)`, the homomorphism from integer polynomials to A that sends X to 2Jz. The recursion is proved for X, and `congrArg φ` carries it into A; `hmap` and `hcon` show that φ respects `falling` and `contraction`. This works because every factor in the recursion is a polynomial in the single operator 2Jz.

## Norms of lowered spin states

Let v be a normalised vector with J+ v = 0 and Jz v = j v, and let J- be the adjoint of J+. Then ‖J-^n v‖² = ⟨v, J+^n J-^n v⟩. In the ordered sum with m = n, every term with k < n has a J+ on the right and vanishes on v. Replacing H by 2j in the remaining term, k = n, gives

‖J-^n v‖² = n! ∏_{i<n} (2j-i).

In an electronic-structure code with a finite orbital basis, this is the squared norm after n applications of the total S- to a normalised restricted open-shell determinant whose 2j unpaired electrons are all spin-up. For j = 1 it gives 2, 4 and 0 at n = 1, 2 and 3, so a test can compare the computed squared norms with these numbers.
